# The ring-polymer centroid of a harmonic oscillator moves at the frequency of its Kubo-transformed position correlation

## Oscillator, temperature and units

A quantum particle of mass $m$ moves in one dimension in the potential $\tfrac12 m w^2x^2$, at inverse temperature $\beta$. Its Kubo-transformed position correlation is the quantity that ring-polymer molecular dynamics approximates by classical trajectories of $P$ coupled beads. For this oscillator the time dependence of both sides can be calculated exactly and compared.

Units have $\hbar=1$. The frequency, usually $\omega$, is written $w$, and $l$ is imaginary time; in the last theorem the code uses `ω` for a member of an ensemble.

```lean
import Mathlib

open MeasureTheory

namespace KuboRingPolymer

noncomputable section
```

The Bose occupation number is

$$n=\frac{1}{e^{\beta w}-1}.$$

```lean
/-- The Bose occupation number `1 / (exp (β w) - 1)`, for `β w ≠ 0` and `ħ = 1`. -/
def bose (β w : ℝ) : ℝ := 1 / (Real.exp (β * w) - 1)
```

Level $k=0,1,2,\dots$ has energy $kw$ above the ground state, so its Boltzmann weight is $b_k=e^{-\beta kw}$. The zero-point energy would multiply every weight by the same factor and cancels in averages.

```lean
/-- The Boltzmann weight of the `k`-th oscillator level, with energy `k w` measured from the
ground state. -/
def boltz (β w : ℝ) (k : ℕ) : ℝ := Real.exp (-(β * (k * w)))
```

With $H$ the oscillator Hamiltonian and $x(t)=e^{iHt}xe^{-iHt}$, the correlation in level $k$ is $C_k(l,t)=\langle k|e^{lH}xe^{-lH}x(t)|k\rangle$. The position operator connects $k$ only to $k\pm1$, with squared matrix elements $(k+1)/(2mw)$ and $k/(2mw)$. Hence

$$C_k(l,t)=\frac{(k+1)e^{-lw+iwt}+k\,e^{lw-iwt}}{2mw}.$$

The code takes this expression as its definition. The energy levels and matrix elements are thus the textbook input, and identifying the level sum with the operator trace is the step from the Lean model to the quantum oscillator that the hypotheses do not supply. The argument `k` is real, so that $n$ can later be inserted for it.

```lean
/-- Position correlation in level `k` at real time `t` and imaginary time `l`: the upward
transition has strength `(k + 1) / (2 m w)`, the downward one `k / (2 m w)`, for `m w ≠ 0`.
The argument `k` may be any real number. -/
def levelCorr (m w l t k : ℝ) : ℂ :=
  ((k + 1) * Complex.exp (-(l * w) + Complex.I * (w * t))
    + k * Complex.exp (l * w - Complex.I * (w * t))) / (2 * m * w)
```

The thermal correlation is the Boltzmann average $C(l,t)=\sum_k b_kC_k(l,t)/\sum_k b_k$.

```lean
/-- The thermal position correlation: the Boltzmann average of the level correlations,
for `β w > 0` and `m ≠ 0`. -/
def thermalCorr (β m w l t : ℝ) : ℂ :=
  (∑' k : ℕ, (boltz β w k : ℂ) * levelCorr m w l t k) / ∑' k : ℕ, (boltz β w k : ℂ)
```

The Kubo transform averages it over imaginary time:

$$K(t)=\frac1\beta\int_0^\beta C(l,t)\,dl.$$

```lean
/-- The Kubo-transformed position correlation: the average of the thermal correlation over
imaginary times between `0` and `β`, for `β, w > 0` and `m ≠ 0`. -/
def kubo (β m w t : ℝ) : ℂ := (1 / β) * ∫ l in (0 : ℝ)..β, thermalCorr β m w l t
```

## Thermal averages from geometric series

Put $r=e^{-\beta w}$, which is below 1 for $\beta,w>0$. Then $b_k=r^k$ and

$$\sum_k r^k=\frac1{1-r}=n+1,\qquad \sum_k k\,r^k=\frac{r}{(1-r)^2}=n(n+1).$$

`HasSum` states that each series converges to the given value. The proof writes $E=e^{\beta w}$, applies Mathlib's two geometric-series results to $E^{-1}$, and matches their values to the expressions in $n$.

```lean
/-- For `β, w > 0` the Boltzmann weights sum to `n + 1`, and weighted with the level number
they sum to `n (n + 1)`, where `n` is the Bose occupation. -/
theorem boltzmann_sums {β w : ℝ} (hβ : 0 < β) (hw : 0 < w) :
    HasSum (boltz β w) (bose β w + 1) ∧
    HasSum (fun k : ℕ => (k : ℝ) * boltz β w k) (bose β w * (bose β w + 1)) := by
  have hE : 1 < Real.exp (β * w) := Real.one_lt_exp_iff.mpr (mul_pos hβ hw)
  have hr : boltz β w = fun k : ℕ => (Real.exp (β * w))⁻¹ ^ k := by
    funext k
    rw [boltz, ← Real.exp_neg, ← Real.exp_nat_mul]
    congr 1
    ring
  rw [hr, bose]
  generalize Real.exp (β * w) = E at hE
  have hE0 : E ≠ 0 := by linarith
  have hE1 : E - 1 ≠ 0 := by linarith
  have h1 : ‖E⁻¹‖ < 1 := by
    rw [Real.norm_of_nonneg (by positivity)]
    exact inv_lt_one_of_one_lt₀ hE
  have hn : 1 / (E - 1) + 1 = E / (E - 1) := by
    rw [div_add' _ _ _ hE1]
    ring
  have hd : 1 - E⁻¹ = (E - 1) / E := by
    rw [sub_div, div_self hE0, one_div]
  constructor
  · have hv : 1 / (E - 1) + 1 = (1 - E⁻¹)⁻¹ := by rw [hn, hd, inv_div]
    rw [hv]
    exact hasSum_geometric_of_norm_lt_one h1
  · have hv : 1 / (E - 1) * (1 / (E - 1) + 1) = E⁻¹ / (1 - E⁻¹) ^ 2 := by
      rw [hn, hd]
      field_simp
    rw [hv]
    exact hasSum_coe_mul_geometric_of_norm_lt_one h1
```

The level correlation is affine in $k$: $C_k=(a+b)k+a$, with $a=e^{-lw+iwt}/(2mw)$ and $b=e^{lw-iwt}/(2mw)$. Therefore

$$\sum_k b_kC_k=(a+b)\,n(n+1)+a(n+1)=(n+1)\,[(a+b)n+a].$$

Division by the partition sum $n+1$ leaves the level correlation evaluated at $k=n$:

$$C(l,t)=\frac{(n+1)e^{-lw+iwt}+n\,e^{lw-iwt}}{2mw}.$$

In the proof, `hs` is the displayed sum, assembled from the two series above, and the last line divides by the nonzero factor $n+1$.

```lean
/-- For `β, w > 0` the thermal correlation is the level correlation evaluated at the Bose
occupation number. -/
theorem thermalCorr_eq {β w : ℝ} (hβ : 0 < β) (hw : 0 < w) (m l t : ℝ) :
    thermalCorr β m w l t = levelCorr m w l t (bose β w) := by
  obtain ⟨h0, h1⟩ := boltzmann_sums hβ hw
  have h0' := Complex.hasSum_ofReal.mpr h0
  have h1' := Complex.hasSum_ofReal.mpr h1
  have hb : 0 < bose β w :=
    one_div_pos.mpr (sub_pos.mpr (Real.one_lt_exp_iff.mpr (mul_pos hβ hw)))
  have hne : ((bose β w + 1 : ℝ) : ℂ) ≠ 0 := Complex.ofReal_ne_zero.mpr (by linarith)
  -- the level correlation is affine in the level number
  have hs : HasSum (fun k : ℕ => (boltz β w k : ℂ) * levelCorr m w l t k)
      (((bose β w + 1 : ℝ) : ℂ) * levelCorr m w l t (bose β w)) := by
    convert (h1'.mul_left ((Complex.exp (-(l * w) + Complex.I * (w * t))
      + Complex.exp (l * w - Complex.I * (w * t))) / (2 * m * w))).add
      (h0'.mul_left (Complex.exp (-(l * w) + Complex.I * (w * t)) / (2 * m * w))) using 1
    · rfl
    · funext k
      simp only [levelCorr]
      push_cast
      ring
    · simp only [levelCorr]
      push_cast
      ring
  rw [thermalCorr, hs.tsum_eq, h0'.tsum_eq, mul_div_cancel_left₀ _ hne]
```

## The imaginary-time integral leaves a cosine

The two integrals over $l$ are

$$\int_0^\beta e^{-lw}dl=\frac{1-e^{-\beta w}}w,\qquad \int_0^\beta e^{lw}dl=\frac{e^{\beta w}-1}w.$$

The Bose factors cancel them, because $(n+1)(1-e^{-\beta w})=1$ and $n(e^{\beta w}-1)=1$. What remains is

$$K(t)=\frac{e^{iwt}+e^{-iwt}}{2\beta mw^2}=\frac{\cos(wt)}{\beta mw^2}.$$

The theorem states this as $\beta mw^2K(t)=\cos(wt)$ for $\beta,m,w>0$ and every real $t$. It is an equation between complex numbers with a real right-hand side, so $K(t)$ is real. The cancellations are `r1` and `r2`, with complex versions `c1` and `c2`; `hf` separates the dependence on $l$, and `key` carries out the integrals.

```lean
/-- For `β, m, w > 0` the Kubo-transformed position correlation of the harmonic oscillator is
`cos (w t) / (β m w²)`, written here without the division. -/
theorem kubo_eq {β m w : ℝ} (hβ : 0 < β) (hm : 0 < m) (hw : 0 < w) (t : ℝ) :
    (β * m * w ^ 2 : ℂ) * kubo β m w t = (Real.cos (w * t) : ℂ) := by
  have hβ' : (β : ℂ) ≠ 0 := Complex.ofReal_ne_zero.mpr hβ.ne'
  have hm' : (m : ℂ) ≠ 0 := Complex.ofReal_ne_zero.mpr hm.ne'
  have hw' : (w : ℂ) ≠ 0 := Complex.ofReal_ne_zero.mpr hw.ne'
  -- the Bose factors cancel the imaginary-time integrals
  have r2 : bose β w * (Real.exp (w * β) - 1) = 1 := by
    have hE : 1 < Real.exp (β * w) := Real.one_lt_exp_iff.mpr (mul_pos hβ hw)
    rw [bose, mul_comm w β]
    exact one_div_mul_cancel (by linarith)
  have r1 : (bose β w + 1) * (1 - Real.exp (-w * β)) = 1 := by
    have hF : Real.exp (-w * β) * Real.exp (w * β) = 1 := by
      rw [← Real.exp_add, neg_mul, neg_add_cancel, Real.exp_zero]
    linear_combination Real.exp (-w * β) * r2 - bose β w * hF
  have c2 : (bose β w : ℂ) * (Complex.exp (w * β) - 1) = 1 := by exact_mod_cast r2
  have c1 : ((bose β w : ℂ) + 1) * (1 - Complex.exp (-w * β)) = 1 := by exact_mod_cast r1
  have hcos : Complex.cos (w * t) =
      (Complex.exp (Complex.I * (w * t)) + Complex.exp (-(Complex.I * (w * t)))) / 2 := by
    rw [Complex.cos, show (w * t : ℂ) * Complex.I = Complex.I * (w * t) by ring,
      show -(w * t : ℂ) * Complex.I = -(Complex.I * (w * t)) by ring]
  have hf : ∀ l : ℝ, levelCorr m w l t (bose β w) =
      ((bose β w + 1) * Complex.exp (Complex.I * (w * t)) / (2 * m * w))
        * Complex.exp (-w * l)
      + (bose β w * Complex.exp (-(Complex.I * (w * t))) / (2 * m * w))
        * Complex.exp (w * l) := by
    intro l
    rw [levelCorr, show -(l * w : ℂ) + Complex.I * (w * t) = -w * l + Complex.I * (w * t) by ring,
      show (l * w : ℂ) - Complex.I * (w * t) = w * l + -(Complex.I * (w * t)) by ring,
      Complex.exp_add, Complex.exp_add]
    ring
  have hi : ∀ A c : ℂ, IntervalIntegrable (fun l : ℝ => A * Complex.exp (c * l)) volume 0 β :=
    fun A c => Continuous.intervalIntegrable (by fun_prop) _ _
  have key : kubo β m w t = (Complex.exp (Complex.I * (w * t))
      + Complex.exp (-(Complex.I * (w * t)))) / 2 / (β * m * w ^ 2) := by
    simp only [kubo, thermalCorr_eq hβ hw, hf]
    rw [intervalIntegral.integral_add (hi _ _) (hi _ _), intervalIntegral.integral_const_mul,
      intervalIntegral.integral_const_mul, integral_exp_mul_complex (neg_ne_zero.mpr hw'),
      integral_exp_mul_complex hw']
    simp only [Complex.ofReal_zero, mul_zero, Complex.exp_zero]
    linear_combination Complex.exp (Complex.I * (w * t)) / (2 * β * m * w ^ 2) * c1
      + Complex.exp (-(Complex.I * (w * t))) / (2 * β * m * w ^ 2) * c2
  rw [key, Complex.ofReal_cos, Complex.ofReal_mul, hcos]
  field_simp
```

## Spring forces cancel in the centroid

The beads have positions $q_j$ and momenta $p_j$, with $j$ counted modulo $P$. They obey

$$\dot q_j=\frac{p_j}m,\qquad \dot p_j=-mw^2q_j-\kappa(2q_j-q_{j+1}-q_{j-1}).$$

Each bead has the physical mass $m$ and feels the full potential. The spring constant $\kappa$ is any real number; ring-polymer molecular dynamics in this convention uses $\kappa=mP^2/\beta^2$. The type `ZMod P` supplies the cyclic index. Time is continuous, with no thermostat and no integration step.

```lean
/-- Hamilton's equations for a cyclic chain of `P ≥ 1` beads of mass `m ≠ 0` in a harmonic potential
of frequency `w`, with neighbours joined by springs of constant `κ`. -/
structure IsRingPolymer (P : ℕ) (m w κ : ℝ) (q p : ZMod P → ℝ → ℝ) : Prop where
  velocity : ∀ j t, HasDerivAt (q j) (p j t / m) t
  force : ∀ j t, HasDerivAt (p j)
    (-(m * w ^ 2 * q j t) - κ * (2 * q j t - q (j + 1) t - q (j - 1) t)) t
```

The centroid is $Q=\frac1P\sum_jq_j$, and the mean momentum is $\bar p=\frac1P\sum_jp_j$. The same function `centroid` gives both, and `NeZero P` ensures at least one bead.

```lean
/-- The average of a bead coordinate or momentum over the `P ≥ 1` beads. -/
def centroid {P : ℕ} [NeZero P] (x : ZMod P → ℝ → ℝ) (t : ℝ) : ℝ := (∑ j, x j t) / P
```

Averaging the first equation gives $\dot Q=\bar p/m$. In the average of the second, relabelling the beads gives $\sum_jq_{j+1}=\sum_jq_{j-1}=\sum_jq_j$. The spring terms add to zero, and

$$\ddot Q=\frac{\dot{\bar p}}m=-w^2Q.$$

This also holds for $P=1$, where the spring force vanishes, and for $P=2$, where both neighbours are the same bead. The theorem states the second-order equation as two derivatives, one for $Q$ and one for $\bar p/m$. The relabellings are `s1` and `s2`, and `s3` is the summed force.

```lean
variable {P : ℕ} [NeZero P] {m w κ : ℝ}

/-- For nonzero mass the centroid obeys `Q'' = -w² Q`, for every number of beads and every
spring constant; its velocity is the mean momentum divided by the mass. -/
theorem centroid_newton {q p : ZMod P → ℝ → ℝ} (hm : m ≠ 0)
    (h : IsRingPolymer P m w κ q p) (t : ℝ) :
    HasDerivAt (centroid q) (centroid p t / m) t ∧
    HasDerivAt (fun s => centroid p s / m) (-w ^ 2 * centroid q t) t := by
  constructor
  · have h1 : HasDerivAt (centroid q) ((∑ j, p j t / m) / P) t :=
      (HasDerivAt.fun_sum fun j _ => h.velocity j t).div_const _
    refine h1.congr_deriv ?_
    rw [← Finset.sum_div, centroid]
    ring
  · have h2 : HasDerivAt (centroid p) ((∑ j, (-(m * w ^ 2 * q j t)
        - κ * (2 * q j t - q (j + 1) t - q (j - 1) t))) / P) t :=
      (HasDerivAt.fun_sum fun j _ => h.force j t).div_const _
    -- a cyclic shift of the beads leaves the sum unchanged, so the springs cancel
    have s1 : ∑ j, q (j + 1) t = ∑ j, q j t :=
      Equiv.sum_comp (Equiv.addRight (1 : ZMod P)) (fun j => q j t)
    have s2 : ∑ j, q (j - 1) t = ∑ j, q j t :=
      Equiv.sum_comp (Equiv.subRight (1 : ZMod P)) (fun j => q j t)
    have s3 : ∑ j, (-(m * w ^ 2 * q j t) - κ * (2 * q j t - q (j + 1) t - q (j - 1) t))
        = m * (-w ^ 2 * ∑ j, q j t) := by
      simp only [Finset.sum_sub_distrib, Finset.sum_neg_distrib, ← Finset.mul_sum, s1, s2]
      ring
    refine (h2.div_const m).congr_deriv ?_
    rw [s3, centroid, mul_div_assoc, mul_div_cancel_left₀ _ hm, mul_div_assoc]
```

## The centroid trajectory from two conserved quantities

Let $V=\bar p/m$. The combinations

$$A=wQ\cos(wt)-V\sin(wt),\qquad B=wQ\sin(wt)+V\cos(wt)$$

have zero time derivative, since $\dot Q=V$ and $\dot V=-w^2Q$. They keep their initial values $A=wQ(0)$ and $B=V(0)$. From $A\cos(wt)+B\sin(wt)=wQ(t)$ it follows that

$$Q(t)=Q(0)\cos(wt)+\frac{\bar p(0)}{mw}\sin(wt).$$

The derivatives are `dA` and `dB`, the conservation laws `hA` and `hB`, and the last command forms the combination above.

```lean
/-- For nonzero mass and frequency the centroid motion is fixed by its initial position and mean
bead momentum `p̄(0)`: `Q(t) = Q(0) cos (w t) + p̄(0) / (m w) sin (w t)`. -/
theorem centroid_solution {q p : ZMod P → ℝ → ℝ} (hm : m ≠ 0) (hw : w ≠ 0)
    (h : IsRingPolymer P m w κ q p) (t : ℝ) :
    centroid q t = centroid q 0 * Real.cos (w * t)
      + centroid p 0 / m / w * Real.sin (w * t) := by
  have hQ := fun s => (centroid_newton hm h s).1
  have hV := fun s => (centroid_newton hm h s).2
  have lin : ∀ s : ℝ, HasDerivAt (fun y => w * y) w s := fun s => by
    simpa using (hasDerivAt_id s).const_mul w
  -- two combinations of position and velocity are conserved
  have dA : ∀ s, HasDerivAt (fun y => w * centroid q y * Real.cos (w * y)
      - centroid p y / m * Real.sin (w * y)) 0 s := fun s =>
    ((((hQ s).const_mul w).fun_mul (lin s).cos).fun_sub
      ((hV s).fun_mul (lin s).sin)).congr_deriv (by ring)
  have dB : ∀ s, HasDerivAt (fun y => w * centroid q y * Real.sin (w * y)
      + centroid p y / m * Real.cos (w * y)) 0 s := fun s =>
    ((((hQ s).const_mul w).fun_mul (lin s).sin).fun_add
      ((hV s).fun_mul (lin s).cos)).congr_deriv (by ring)
  have hA := is_const_of_deriv_eq_zero (fun s => (dA s).differentiableAt)
    (fun s => (dA s).deriv) t 0
  have hB := is_const_of_deriv_eq_zero (fun s => (dB s).differentiableAt)
    (fun s => (dB s).deriv) t 0
  simp only [mul_zero, Real.cos_zero, Real.sin_zero, mul_one, sub_zero, zero_add] at hA hB
  have hd : w * (centroid p 0 / m / w) = centroid p 0 / m := by field_simp
  apply mul_left_cancel₀ hw
  linear_combination Real.cos (w * t) * hA + Real.sin (w * t) * hB
    - w * centroid q t * Real.sin_sq_add_cos_sq (w * t) - Real.sin (w * t) * hd
```

## Ensemble average and the Kubo correlation

Let angle brackets denote the integral over an ensemble of initial conditions. Multiplying the trajectory by $Q(0)$ and averaging gives

$$\langle Q(0)Q(t)\rangle=\langle Q(0)^2\rangle\cos(wt)+\frac{\langle Q(0)\bar p(0)\rangle}{mw}\sin(wt).$$

If $\langle Q(0)\bar p(0)\rangle=0$, the sine term vanishes. Since $K(t)/K(0)=\cos(wt)$,

$$\langle Q(0)Q(t)\rangle=\langle Q(0)^2\rangle\,\frac{K(t)}{K(0)}.$$

The zero average `h0` is assumed. It represents momenta drawn independently of the positions with mean zero, as in Maxwell–Boltzmann sampling. The hypotheses `hqq` and `hqp` require the two initial averages to be finite. The measure `μ` need be neither thermal nor normalised, so the theorem compares the time dependence and leaves the amplitude $\langle Q(0)^2\rangle$ open.

In the proof, `e` inserts the trajectory, `hc` averages it, and `hk` obtains the cosine from the Kubo result at times $t$ and $0$.

For simulation practice, this gives an exact reference for the normalised centroid autocorrelation of trajectories without a thermostat, at any number of beads, for a single harmonic oscillator. In an anharmonic potential the springs still cancel, but for $P\ge2$ the mean force on the beads is in general not the force at the centroid, and the closed equation for $Q$ is lost.

```lean
/-- Take `β, m, w > 0` and an ensemble of ring polymers in which the squared initial centroid and
the product of the initial centroid and the initial mean momentum are integrable, the latter with
zero average. Then the centroid autocorrelation is its initial value times the normalised Kubo
correlation. -/
theorem centroid_correlation_eq_kubo {Ω : Type*} [MeasurableSpace Ω] (μ : Measure Ω) {β : ℝ}
    (hβ : 0 < β) (hm : 0 < m) (hw : 0 < w) (q p : Ω → ZMod P → ℝ → ℝ)
    (h : ∀ ω, IsRingPolymer P m w κ (q ω) (p ω))
    (hqq : Integrable (fun ω => centroid (q ω) 0 ^ 2) μ)
    (hqp : Integrable (fun ω => centroid (q ω) 0 * centroid (p ω) 0) μ)
    (h0 : ∫ ω, centroid (q ω) 0 * centroid (p ω) 0 ∂μ = 0) (t : ℝ) :
    ((∫ ω, centroid (q ω) 0 * centroid (q ω) t ∂μ : ℝ) : ℂ) =
      ((∫ ω, centroid (q ω) 0 ^ 2 ∂μ : ℝ) : ℂ) * (kubo β m w t / kubo β m w 0) := by
  have e : ∀ ω, centroid (q ω) 0 * centroid (q ω) t =
      centroid (q ω) 0 ^ 2 * Real.cos (w * t)
      + centroid (q ω) 0 * centroid (p ω) 0 * (Real.sin (w * t) / (m * w)) := by
    intro ω
    rw [centroid_solution hm.ne' hw.ne' (h ω) t]
    ring
  -- the sine term averages to zero
  have hc : ∫ ω, centroid (q ω) 0 * centroid (q ω) t ∂μ =
      (∫ ω, centroid (q ω) 0 ^ 2 ∂μ) * Real.cos (w * t) := by
    simp only [e]
    rw [integral_add (hqq.mul_const _) (hqp.mul_const _), integral_mul_const,
      integral_mul_const, h0, zero_mul, add_zero]
  have kt := kubo_eq hβ hm hw t
  have k0 : (β * m * w ^ 2 : ℂ) * kubo β m w 0 = 1 := by
    rw [kubo_eq hβ hm hw 0, mul_zero, Real.cos_zero, Complex.ofReal_one]
  have kne : kubo β m w 0 ≠ 0 := by
    intro hz
    rw [hz, mul_zero] at k0
    exact zero_ne_one k0
  have hk : kubo β m w t / kubo β m w 0 = (Real.cos (w * t) : ℂ) := by
    rw [div_eq_iff kne]
    linear_combination kubo β m w 0 * kt - kubo β m w t * k0
  rw [hc, hk, Complex.ofReal_mul]

end

end KuboRingPolymer
```

```lean
#print axioms KuboRingPolymer.centroid_correlation_eq_kubo
```

```
'KuboRingPolymer.centroid_correlation_eq_kubo' depends on axioms: [propext, Classical.choice, Quot.sound]
```
